# Two factorizations of the radial Laplacian through the gradient channels $l+1$ and $l-1$

Let $l$ be a natural number, zero included, and let $g$ be a real function that is twice continuously differentiable on $r>0$. Then at every $r>0$

$$
\left(\frac{d}{dr}+\frac{l+2}{r}\right)\left(\frac{d}{dr}-\frac{l}{r}\right)g
=\left(\frac{d}{dr}-\frac{l-1}{r}\right)\left(\frac{d}{dr}+\frac{l+1}{r}\right)g
=g''+\frac{2}{r}g'-\frac{l(l+1)}{r^2}g .
$$

The inner factors produce $g'-lg/r$ and $g'+(l+1)g/r$. Up to constant factors, these are the radial functions that multiply the two angular parts of the gradient of $g(r)Y_{lm}$, where $Y_{lm}$ is a spherical harmonic. They belong to angular momenta $l+1$ and $l-1$; for $l=0$ only the first occurs in the gradient. In APW and LAPW calculations the density inside a muffin-tin sphere is expanded in such terms, and gradient-corrected exchange-correlation functionals need its gradient. For a single term with a $C^2$ radial function, the identity offers a consistency check between gradient and Laplacian routines, which on a radial grid holds only up to discretisation error.

## Composing two radial steps

Write $D_a=d/dr+a/r$ for a real number $a$, and $L_l$ for the second-order operator on the right of the claim. Apply $D_a$ first and $D_b$ second, with $b$ also real. The product rule gives

$$
\frac{d}{dr}\left(g'+\frac{a}{r}g\right)=g''-\frac{a}{r^2}g+\frac{a}{r}g',
\qquad
\frac{b}{r}\left(g'+\frac{a}{r}g\right)=\frac{b}{r}g'+\frac{ab}{r^2}g ,
$$

and the sum is

$$
D_bD_a g=g''+\frac{a+b}{r}g'+\frac{a(b-1)}{r^2}g .
$$

For the channel $l+1$ take $a=-l$ and $b=l+2$. Then $a+b=2$ and $a(b-1)=-l(l+1)$. For the channel $l-1$ take $a=l+1$ and $b=-(l-1)$. Again $a+b=2$, and $a(b-1)=(l+1)(-l)$. Both products are therefore $L_l$.

It would be an error to treat $a/r$ as a constant when the outer derivative acts. The term $-ag/r^2$ is then lost, and the last coefficient becomes $ab$ instead of $a(b-1)$. The first product would end in $-l(l+2)g/r^2$ and the second in $-(l+1)(l-1)g/r^2$, so the two products would disagree with each other. The second would not agree with the Laplacian for any $l$, and the first only for $l=0$, where $a=0$ and no term is lost.

The order of the factors matters too, and reversing it gives a neighbouring result. With $a=l+2$ and $b=-l$ the same formula yields $D_{-l}D_{l+2}=L_{l+1}$, which is the second factorization with $l+1$ in place of $l$. Since $D_{l+2}D_{-l}=L_l$, it follows by hand that $L_{l+1}D_{-l}g=D_{-l}L_lg$ for sufficiently smooth $g$. The step $D_{-l}$ thus turns a free-particle radial solution of $L_lg=-k^2g$, with $k$ the wave number, into a solution for $l+1$ at the same $k$. For $k>0$ and a nonzero $g$ the result is not zero, since $D_{-l}$ annihilates only the multiples of $r^l$, and these satisfy $L_lg=0$.

## Which coefficients are possible

Suppose that $D_bD_a=L_l$ on all $C^2$ functions on $r>0$. The function $g=1$, evaluated at $r=1$, gives $a(b-1)=-l(l+1)$. The function $g=r$ at the same point gives

$$
(a+b)+a(b-1)=2-l(l+1),
$$

hence $a+b=2$. Inserting $b=2-a$ into the first condition gives

$$
a^2-a-l(l+1)=(a+l)(a-l-1)=0 .
$$

Either $a=-l$ and $b=l+2$, or $a=l+1$ and $b=-(l-1)$. Among products of the form $D_bD_a$ with constant $a$ and $b$, the two gradient channels are the only factorizations.

The inner steps also identify the multipole solutions. For any integer $n$,

$$
\left(\frac{d}{dr}-\frac{n}{r}\right)r^n=nr^{n-1}-nr^{n-1}=0 .
$$

With $n=l$ this says that $D_{-l}$ annihilates the regular solution $r^l$. With $n=-(l+1)$ it says that $D_{l+1}$ annihilates the irregular solution $r^{-l-1}$.

## The two channels in the three-dimensional gradient

Let $x$ be a nonzero point in three-dimensional space, $r=|x|$, and let $P$ be a real function of position with gradient $p$ at $x$. The physical case is a solid harmonic $P=r^lY_{lm}$, taken real, so that $g(r)r^{-l}P$ is $g(r)Y_{lm}$. Since $\nabla r=x/r$ and

$$
\frac{d}{dr}\left(g\,r^{-l}\right)=r^{-l}\left(g'-\frac{l}{r}g\right)=r^{-l}D_{-l}g,
$$

the product rule gives

$$
\nabla\left(g\,r^{-l}P\right)=\frac{D_{-l}g}{r^{l+1}}\,P\,x+\frac{g}{r^l}\,p .
$$

The two radial steps differ by $D_{l+1}g-D_{-l}g=(2l+1)g/r$. Replacing $g$ in the last term by $r(D_{l+1}g-D_{-l}g)/(2l+1)$ and collecting terms gives

$$
\nabla\left(g\,r^{-l}P\right)=\frac{D_{-l}g}{r^{l+1}}\left(P\,x-\frac{r^2}{2l+1}\,p\right)+\frac{r\,D_{l+1}g}{(2l+1)\,r^l}\,p .
$$

For a solid harmonic $P$ of degree $l\ge 1$, the components $p_i$ are harmonic of degree $l-1$. The components of the bracket have degree $l+1$, and they are harmonic because $\Delta(x_iP)=2p_i$ and $\Delta(r^2p_i)=2(2l+1)p_i$. This is the origin of the channel labels. For $l=0$ the solid harmonic is constant, $p=0$, and only the channel $l+1=1$ is present in the gradient. The second radial factorization remains true as an identity.

## The operators in Lean

The development uses Mathlib and opens the `Set` namespace for the half-line `Ioi 0`, the set of all $r>0$.

```lean
import Mathlib

open Set

namespace RadialGradientChannels

noncomputable section
```

The operator $D_a$ becomes `radialStep a`. It takes a function and returns a function, so steps can be nested, and the inner step acts first.

```lean
/-- The first-order radial operator `d/dr + a/r` applied to `g`, for `r ≠ 0`. -/
def radialStep (a : ℝ) (g : ℝ → ℝ) (r : ℝ) : ℝ :=
  deriv g r + a / r * g r
```

The coefficient `a` is real. This matters for $l-1$, which must be $-1$ at $l=0$, whereas subtraction of natural numbers would return $0$. The function `g` is formally defined on the whole real line, but the theorems about the half-line use it only at positive radii, and its values elsewhere have no influence.

The radial Laplacian is written out as a second-order expression and not defined as a product of steps, so the factorization has content.

```lean
/-- The radial Laplacian `g'' + 2 g'/r - l(l+1) g/r²` of angular momentum `l`, for `r ≠ 0`. -/
def radialLaplacian (l : ℕ) (g : ℝ → ℝ) (r : ℝ) : ℝ :=
  deriv (deriv g) r + 2 / r * deriv g r - l * (l + 1) / r ^ 2 * g r
```

The term `deriv (deriv g) r` is $g''(r)$, and the natural number `l` is converted to a real number in the coefficient. There is no factor $-\tfrac12$, so this is the Laplacian and not the kinetic-energy operator.

## The composition formula and the two factorizations

The hypothesis `ContDiffOn ℝ 2 g (Ioi 0)` says that $g$ is twice continuously differentiable on $r>0$. It imposes nothing at the nucleus: a cusp or a divergence at $r=0$ is allowed. The following theorem is the formula for $D_bD_ag$ with arbitrary real $a$ and $b$.

```lean
/-- Two successive radial steps on a C² function on `r > 0` give
`(d/dr + b/r)(d/dr + a/r) g = g'' + (a+b) g'/r + a(b-1) g/r²`. -/
theorem radialStep_comp {g : ℝ → ℝ} (hg : ContDiffOn ℝ 2 g (Ioi 0)) {r : ℝ} (hr : 0 < r)
    (a b : ℝ) :
    radialStep b (radialStep a g) r =
      deriv (deriv g) r + (a + b) / r * deriv g r + a * (b - 1) / r ^ 2 * g r := by
  have h0 : DifferentiableAt ℝ g r :=
    (hg.contDiffAt (Ioi_mem_nhds hr)).differentiableAt (by norm_num)
  have hd : ContDiffOn ℝ 1 (deriv g) (Ioi 0) :=
    hg.deriv_of_isOpen isOpen_Ioi one_add_one_eq_two.le
  have h1 : DifferentiableAt ℝ (deriv g) r :=
    (hd.contDiffAt (Ioi_mem_nhds hr)).differentiableAt (by norm_num)
  -- the derivative of the coefficient `a/r` supplies the extra `-a/r²`
  have hc : HasDerivAt (fun s : ℝ => a / s) (-a / r ^ 2) r :=
    ((hasDerivAt_const r a).fun_div (hasDerivAt_id' r) hr.ne').congr_deriv (by ring)
  have h : HasDerivAt (radialStep a g)
      (deriv (deriv g) r + (-a / r ^ 2 * g r + a / r * deriv g r)) r :=
    h1.hasDerivAt.fun_add (hc.fun_mul h0.hasDerivAt)
  change deriv (radialStep a g) r + b / r * (deriv g r + a / r * g r) = _
  rw [h.deriv]
  ring
```

The statements `h0` and `h1` extract differentiability of $g$ and $g'$ at $r$ from the regularity hypothesis. The derivative of $a/s$ is computed in `hc`; this is the source of the $-1$ in $a(b-1)$. The product rule in `h` then gives the derivative of the whole inner step, and `ring` collects the terms as in the derivation by hand.

The main theorem is a conjunction, with one equation for each channel.

```lean
/-- For a C² function `g` on `r > 0`, both `(d/dr + (l+2)/r)(d/dr - l/r) g` and
`(d/dr - (l-1)/r)(d/dr + (l+1)/r) g` equal the radial Laplacian of angular momentum `l` at every
`r > 0`. -/
theorem gradient_channels_recover_laplacian {g : ℝ → ℝ} (hg : ContDiffOn ℝ 2 g (Ioi 0))
    (l : ℕ) {r : ℝ} (hr : 0 < r) :
    radialStep (l + 2) (radialStep (-l) g) r = radialLaplacian l g r ∧
      radialStep (-((l : ℝ) - 1)) (radialStep (l + 1) g) r = radialLaplacian l g r := by
  constructor
  · rw [radialStep_comp hg hr, radialLaplacian]
    ring
  · rw [radialStep_comp hg hr, radialLaplacian]
    ring
```

The first equation has inner coefficient $-l$ and outer coefficient $l+2$; the second has $l+1$ and $-(l-1)$. Each half rewrites the product by `radialStep_comp`, unfolds the Laplacian and leaves the comparison of coefficients to `ring`. The theorem treats one real radial function at a time. For a complex expansion coefficient it applies to the real and imaginary parts separately.

## Uniqueness of the coefficient pairs

The next theorem is an equivalence. Its left side requires the product of steps to equal the radial Laplacian for every $C^2$ function and every positive radius. Its right side lists the two coefficient pairs.

```lean
/-- A product `(d/dr + b/r)(d/dr + a/r)` equals the radial Laplacian on all C² functions on
`r > 0` exactly when `(a, b)` is `(-l, l+2)` or `(l+1, -(l-1))`. -/
theorem factorization_iff (l : ℕ) (a b : ℝ) :
    (∀ g : ℝ → ℝ, ContDiffOn ℝ 2 g (Ioi 0) → ∀ r : ℝ, 0 < r →
      radialStep b (radialStep a g) r = radialLaplacian l g r) ↔
    (a = -(l : ℝ) ∧ b = l + 2) ∨ (a = l + 1 ∧ b = -((l : ℝ) - 1)) := by
  constructor
  · intro h
    -- the test functions `1` and `r`, evaluated at `r = 1`, fix both coefficients
    have h1 := h (fun _ => 1) contDiffOn_const 1 one_pos
    have h2 := h (fun s => s) contDiffOn_id 1 one_pos
    rw [radialStep_comp contDiffOn_const one_pos, radialLaplacian] at h1
    rw [radialStep_comp (g := fun s => s) contDiffOn_id one_pos, radialLaplacian] at h2
    have d1 : deriv (fun _ : ℝ => (1 : ℝ)) = fun _ => 0 := by
      funext s
      exact (hasDerivAt_const s (1 : ℝ)).deriv
    have d2 : deriv (fun s : ℝ => s) = fun _ => 1 := by
      funext s
      exact (hasDerivAt_id' s).deriv
    simp only [d1, deriv_const] at h1
    simp only [d2, deriv_const] at h2
    have e1 : a * (b - 1) = -((l : ℝ) * (l + 1)) := by linear_combination h1
    have e2 : a + b = 2 := by linear_combination h2 - h1
    have e3 : (a + l) * (a - (l + 1)) = 0 := by linear_combination a * e2 - e1
    rcases mul_eq_zero.mp e3 with h3 | h3
    · exact Or.inl ⟨by linarith, by linarith⟩
    · exact Or.inr ⟨by linarith, by linarith⟩
  · rintro (⟨rfl, rfl⟩ | ⟨rfl, rfl⟩) g hg r hr
    · exact (gradient_channels_recover_laplacian hg l hr).1
    · exact (gradient_channels_recover_laplacian hg l hr).2
```

For the forward direction, `h1` and `h2` are the requirement for the test functions $1$ and $r$ at $r=1$. After their derivatives have been inserted, `e1` is the condition on $a(b-1)$ and `e2` is $a+b=2$. The quadratic equation appears in factored form as `e3`, and the two cases of a vanishing factor give the two pairs. The backward direction is the main theorem. The uniqueness concerns real constants $a$ and $b$ only; other kinds of first-order factors are not considered.

## Powers annihilated by a step

The exponent `n` in the following theorem is an integer, so negative powers are included and both multipole solutions are covered.

```lean
/-- For every integer `n`, the power `r^n` is annihilated by `d/dr - n/r` at `r > 0`. -/
theorem radialStep_zpow (n : ℤ) {r : ℝ} (hr : 0 < r) :
    radialStep (-n) (fun s => s ^ n) r = 0 := by
  unfold radialStep
  rw [(hasDerivAt_zpow n r (Or.inl hr.ne')).deriv, zpow_sub_one₀ hr.ne']
  ring
```

The proof inserts the derivative $nr^{n-1}$, rewrites $r^{n-1}$ as $r^n/r$, which is permitted because $r>0$, and lets the two terms cancel.

## The gradient formula in Lean

The last theorem works in `EuclideanSpace ℝ (Fin 3)`, ordinary three-dimensional space with its Euclidean norm. The vector `x` is the position relative to the nucleus, and `‖x‖` is $r$. The hypothesis `HasGradientAt P p x` says that $P$ is differentiable at $x$ with gradient $p$. The conclusion says the same of the function $g(r)r^{-l}P$, with the two-term vector derived above as its gradient. Here $g$ needs only to be differentiable at the one radius $r$, since no second derivative enters.

The theorem assumes neither that $P$ is homogeneous nor that it is harmonic, so it supplies the splitting into two radial steps, while the assignment of the two vectors to $l+1$ and $l-1$ rests on the short computation by hand for solid harmonics. In that case the vectors in the code carry powers of $r$: the bracket divided by $r^{l+1}$ depends on direction only, and so does $p/r^{l-1}$.

```lean
/-- In three dimensions, let `P` have gradient `p` at `x ≠ 0` and let `g` be differentiable at
`r = |x|`. The gradient of `g(r) r^(-l) P` at `x` is a sum of two vectors, one multiplied by
`g' - l g/r` and the other by `g' + (l+1) g/r`. -/
theorem hasGradientAt_channels (l : ℕ) {g : ℝ → ℝ} {P : EuclideanSpace ℝ (Fin 3) → ℝ}
    {x p : EuclideanSpace ℝ (Fin 3)} (hx : x ≠ 0) (hP : HasGradientAt P p x)
    (hg : DifferentiableAt ℝ g ‖x‖) :
    HasGradientAt (fun y => g ‖y‖ / ‖y‖ ^ l * P y)
      ((radialStep (-l) g ‖x‖ / ‖x‖ ^ (l + 1)) • (P x • x - (‖x‖ ^ 2 / (2 * l + 1)) • p) +
        (radialStep (l + 1) g ‖x‖ * ‖x‖ / ((2 * l + 1) * ‖x‖ ^ l)) • p) x := by
  have hn : ‖x‖ ≠ 0 := norm_ne_zero_iff.mpr hx
  have hl : (2 * (l : ℝ) + 1) ≠ 0 := by positivity
  -- the gradient of the distance from the nucleus is the radial unit vector
  have hN : HasFDerivAt (fun y : EuclideanSpace ℝ (Fin 3) => ‖y‖)
      (‖x‖⁻¹ • innerSL ℝ x) x := by
    have h := (hasStrictFDerivAt_norm_sq x).hasFDerivAt.sqrt (pow_ne_zero 2 hn)
    simp only [Real.sqrt_sq (norm_nonneg _)] at h
    refine h.congr_fderiv ?_
    module
  have hp : HasDerivAt (fun s : ℝ => s ^ l) (l / ‖x‖ * ‖x‖ ^ l) ‖x‖ := by
    refine (hasDerivAt_pow l ‖x‖).congr_deriv ?_
    cases l with
    | zero => simp
    | succ n =>
      rw [Nat.add_sub_cancel, pow_succ]
      field_simp
  -- differentiating `g / r^l` produces the channel `l+1`
  have hR : HasDerivAt (fun s : ℝ => g s / s ^ l)
      (radialStep (-l) g ‖x‖ / ‖x‖ ^ l) ‖x‖ := by
    refine (hg.hasDerivAt.fun_div hp (pow_ne_zero l hn)).congr_deriv ?_
    unfold radialStep
    rw [div_eq_div_iff (pow_ne_zero 2 (pow_ne_zero l hn)) (pow_ne_zero l hn)]
    ring
  have hA : HasFDerivAt (fun y : EuclideanSpace ℝ (Fin 3) => g ‖y‖ / ‖y‖ ^ l)
      ((radialStep (-l) g ‖x‖ / ‖x‖ ^ l) • (‖x‖⁻¹ • innerSL ℝ x)) x :=
    hR.comp_hasFDerivAt x hN
  rw [hasGradientAt_iff_hasFDerivAt] at hP ⊢
  refine (hA.mul hP).congr_fderiv ?_
  refine ContinuousLinearMap.ext fun v => ?_
  simp [radialStep]
  field_simp
  ring

end

end RadialGradientChannels
```

The proof follows the chain of derivatives. In `hN` the norm is differentiated as the square root of $|x|^2$, which gives the unit vector $x/r$. In `hp` the derivative of $r^l$ is brought into the form $(l/r)r^l$, with $l=0$ treated separately. The quotient rule in `hR` then shows that differentiating $g/r^l$ produces $D_{-l}g/r^l$, and `hA` combines this with `hN` by the chain rule.

The product rule for `hA` and `hP` gives the gradient in its first form, with $g$ still present in the term along $p$. To compare it with the stated form, the proof applies both derivatives to an arbitrary vector `v`. Unfolding `radialStep` and clearing denominators leaves an algebraic identity, the one obtained by hand from $D_{l+1}g-D_{-l}g=(2l+1)g/r$.

```lean
#print axioms RadialGradientChannels.gradient_channels_recover_laplacian
#print axioms RadialGradientChannels.factorization_iff
#print axioms RadialGradientChannels.radialStep_zpow
#print axioms RadialGradientChannels.hasGradientAt_channels
```

```
'RadialGradientChannels.gradient_channels_recover_laplacian' depends on axioms: [propext, Classical.choice, Quot.sound]
'RadialGradientChannels.factorization_iff' depends on axioms: [propext, Classical.choice, Quot.sound]
'RadialGradientChannels.radialStep_zpow' depends on axioms: [propext, Classical.choice, Quot.sound]
'RadialGradientChannels.hasGradientAt_channels' depends on axioms: [propext, Classical.choice, Quot.sound]
```
